# Without the diagonal correction, the adiabatic zero-point energy of two coupled harmonic vibrations is too low

The squared frequencies of two coupled harmonic vibrations are the eigenvalues of the mass-weighted Hessian

$$H=\begin{pmatrix} a & b\\ b & c\end{pmatrix},$$

with real $a,b,c$. The displacements $x$ (first coordinate) and $y$ (second coordinate) are scaled by the square roots of the masses. Thus $a$ and $c$ are the curvatures along the two coordinates, and $b$ is their coupling.

From part (d) on, $H$ is positive definite, written `(hessian a b c).PosDef`. Physically, the reference geometry is a true minimum, with no zero or imaginary frequency. The first coordinate is meant to be the fast one, but no hypothesis says so; part (i) shows where the ordering matters. Units have $\hbar=1$.

For two harmonic coordinates, the results give the sign of the error, and the exact difference of the squared energies, when a stiff vibration is separated adiabatically from a softer one and the diagonal correction is left out. Anharmonicity and further modes lie beyond this model.

```lean
import Mathlib

open Matrix

namespace AdiabaticZeroPoint

noncomputable section

/-- The mass-weighted Hessian of two coupled vibrational coordinates. -/
def hessian (a b c : ℝ) : Matrix (Fin 2) (Fin 2) ℝ := !![a, b; b, c]
```

## (a) Symmetry of the Hessian

**Task.** Show that $H$ has real eigenvalues by checking

$$H^{\dagger}=H.$$

**Solution.** The entries are real, so the adjoint is the transpose. Transposition leaves $a$ and $c$ in place and exchanges the two off-diagonal entries, which both equal $b$. A Hermitian matrix has real eigenvalues.

Lean checks the four entries one by one, with `fin_cases` running through the indices.

```lean
/-- The mass-weighted Hessian is Hermitian. -/
theorem hessian_isHermitian (a b c : ℝ) : (hessian a b c).IsHermitian := by
  apply Matrix.IsHermitian.ext
  intro i j
  fin_cases i <;> fin_cases j <;> simp [hessian]
```

## The potential and the two energies

The potential $V(x,y)$ is half the quadratic form of $H$.

```lean
/-- The harmonic potential energy at mass-weighted displacements `x` and `y`. -/
def potential (a b c x y : ℝ) : ℝ :=
  (![x, y] ⬝ᵥ (hessian a b c *ᵥ ![x, y])) / 2
```

The squared frequencies are $\lambda_i=\omega_i^2$ with $i=0,1$, written `freqSq a b c i`. Their order plays no role below.

```lean
/-- The squared normal-mode frequencies: the eigenvalues of the Hessian. -/
def freqSq (a b c : ℝ) (i : Fin 2) : ℝ := (hessian_isHermitian a b c).eigenvalues i
```

The exact zero-point energy is $E=(\omega_0+\omega_1)/2$. The value $\omega/2$ per oscillator is built into the definition; no Schrödinger equation is solved.

```lean
/-- The exact zero-point energy, half the sum of the normal-mode frequencies (`ħ = 1`),
for a Hessian without negative eigenvalues. -/
def exactZPE (a b c : ℝ) : ℝ := ∑ i, √(freqSq a b c i) / 2
```

The adiabatic energy $E_{\mathrm{ad}}$ has two terms. The first is the zero-point energy of $x$ at fixed $y$; since the curvature $a$ does not depend on $y$, it is a constant. The second is the zero-point energy of $y$ in the potential left after $x$ has relaxed. The diagonal correction, which comes from the change of the fast ground state with $y$, is omitted.

```lean
/-- The adiabatic zero-point energy without the diagonal correction (`ħ = 1`): the first coordinate
vibrates with curvature `a`, the second with the relaxed curvature `c - b ^ 2 / a`. Domain: `a > 0`
and `b ^ 2 ≤ a * c`. -/
def adiabaticZPE (a b c : ℝ) : ℝ := √a / 2 + √(c - b ^ 2 / a) / 2
```

## (b) The potential after relaxation

**Task.** For $a>0$ and fixed $y$, show that

$$\min_x V(x,y)=\frac12\left(c-\frac{b^2}{a}\right)y^2.$$

**Solution.** Writing out the quadratic form and completing the square gives

$$V=\frac12\left(ax^2+2bxy+cy^2\right)=\frac a2\left(x+\frac ba y\right)^2+\frac12\left(c-\frac{b^2}{a}\right)y^2.$$

The first term is nonnegative and vanishes at $x=-by/a$, so the second term is the minimum. The relaxed curvature is therefore $c-b^2/a$, and

$$E_{\mathrm{ad}}=\frac12\left(\sqrt a+\sqrt{c-\frac{b^2}{a}}\right).$$

`IsLeast` says that the value is attained and that no other value of $V$ at this $y$ is smaller. The completed square is `hsq`. After `constructor`, the first branch inserts the minimising $x$ and the second uses the nonnegative square.

```lean
/-- For `a > 0`, minimising the potential over the first coordinate leaves a harmonic potential
of curvature `c - b ^ 2 / a` for the second. -/
theorem relaxed_potential {a : ℝ} (b c y : ℝ) (ha : 0 < a) :
    IsLeast (Set.range fun x => potential a b c x y) ((c - b ^ 2 / a) * y ^ 2 / 2) := by
  have hk : b / a * a = b := div_mul_cancel₀ b ha.ne'
  -- complete the square in the first coordinate
  have hsq : ∀ x, potential a b c x y =
      a * (x + b / a * y) ^ 2 / 2 + (c - b ^ 2 / a) * y ^ 2 / 2 := by
    intro x
    have hV : potential a b c x y = (a * x ^ 2 + 2 * b * x * y + c * y ^ 2) / 2 := by
      simp [potential, hessian, Matrix.mulVec, dotProduct, Fin.sum_univ_two]
      ring
    rw [hV]
    linear_combination (-(x * y + b / a * y ^ 2 / 2)) * hk
  constructor
  · refine ⟨-(b / a * y), ?_⟩
    show potential a b c (-(b / a * y)) y = _
    rw [hsq]
    ring
  · rintro _ ⟨x, rfl⟩
    show _ ≤ potential a b c x y
    rw [hsq x]
    have := mul_nonneg ha.le (sq_nonneg (x + b / a * y))
    linarith
```

## (c) Sum and product of the squared frequencies

**Task.** Show that

$$\lambda_0+\lambda_1=a+c,\qquad \lambda_0\lambda_1=ac-b^2.$$

**Solution.** The characteristic polynomial is

$$(a-\lambda)(c-\lambda)-b^2=\lambda^2-(a+c)\lambda+(ac-b^2).$$

It also equals $(\lambda-\lambda_0)(\lambda-\lambda_1)$. Comparing coefficients gives both relations, for any real $a,b,c$.

Lean takes the general trace and determinant formulas for Hermitian matrices (`ht`, `hd`) and evaluates the left-hand sides for this matrix (`h1`, `h2`).

```lean
/-- The squared frequencies add up to the trace of the Hessian and multiply to its determinant. -/
theorem freqSq_sum_prod (a b c : ℝ) :
    freqSq a b c 0 + freqSq a b c 1 = a + c ∧
      freqSq a b c 0 * freqSq a b c 1 = a * c - b ^ 2 := by
  have ht := (hessian_isHermitian a b c).trace_eq_sum_eigenvalues
  have hd := (hessian_isHermitian a b c).det_eq_prod_eigenvalues
  have h1 : (hessian a b c).trace = a + c := by simp [hessian, Matrix.trace_fin_two]
  have h2 : (hessian a b c).det = a * c - b ^ 2 := by
    rw [hessian, Matrix.det_fin_two_of]
    ring
  rw [h1, Fin.sum_univ_two] at ht
  rw [h2, Fin.prod_univ_two] at hd
  simp only [RCLike.ofReal_real_eq_id, id_eq] at ht hd
  exact ⟨ht.symm, hd.symm⟩
```

## (d) Signs of the curvatures

**Task.** For positive definite $H$, show that

$$a>0,\qquad c>0,\qquad ac-b^2>0.$$

**Solution.** Both eigenvalues are positive, so by (c) $ac-b^2=\lambda_0\lambda_1>0$ and $a+c=\lambda_0+\lambda_1>0$. If $a\le 0$, then $c\ge 0$ and $ac\le 0$, which contradicts $ac>b^2\ge 0$. So $a>0$. If now $c\le 0$, then again $ac\le 0$, with the same contradiction.

The two `by_contra` blocks are these two contradictions, and `nlinarith` combines the sign of the product with $b^2\ge0$.

```lean
/-- A positive definite Hessian has positive diagonal curvatures and positive determinant. -/
theorem curvatures_pos {a b c : ℝ} (h : (hessian a b c).PosDef) :
    0 < a ∧ 0 < c ∧ 0 < a * c - b ^ 2 := by
  obtain ⟨hs, hp⟩ := freqSq_sum_prod a b c
  have h0 : 0 < freqSq a b c 0 := h.eigenvalues_pos 0
  have h1 : 0 < freqSq a b c 1 := h.eigenvalues_pos 1
  have hd : 0 < a * c - b ^ 2 := by
    rw [← hp]
    exact mul_pos h0 h1
  have ht : 0 < a + c := by linarith
  have ha : 0 < a := by
    by_contra hn
    have hn' : a ≤ 0 := not_lt.mp hn
    have hc : 0 ≤ c := by linarith
    nlinarith [mul_nonneg (neg_nonneg.2 hn') hc, sq_nonneg b]
  have hc : 0 < c := by
    by_contra hn
    have hn' : c ≤ 0 := not_lt.mp hn
    nlinarith [mul_nonneg ha.le (neg_nonneg.2 hn'), sq_nonneg b]
  exact ⟨ha, hc, hd⟩
```

## (e) The exact sum of frequencies, squared

**Task.** For positive definite $H$, show that

$$(2E)^2=a+c+2\sqrt{ac-b^2}.$$

**Solution.** Since $2E=\omega_0+\omega_1$ with $\omega_i=\sqrt{\lambda_i}$,

$$(2E)^2=\lambda_0+\lambda_1+2\sqrt{\lambda_0}\sqrt{\lambda_1}=\lambda_0+\lambda_1+2\sqrt{\lambda_0\lambda_1}.$$

Part (c) replaces the sum and the product.

In Lean, `Real.sqrt_mul` splits the root of the product. The final `linear_combination` adds the two identities $(\sqrt{\lambda_i})^2=\lambda_i$ and the trace relation `hs`.

```lean
/-- For a positive definite Hessian, the squared sum of the normal-mode frequencies is the trace
plus twice the square root of the determinant. -/
theorem exactZPE_sq {a b c : ℝ} (h : (hessian a b c).PosDef) :
    (2 * exactZPE a b c) ^ 2 = a + c + 2 * √(a * c - b ^ 2) := by
  obtain ⟨hs, hp⟩ := freqSq_sum_prod a b c
  have h0 : 0 < freqSq a b c 0 := h.eigenvalues_pos 0
  have h1 : 0 < freqSq a b c 1 := h.eigenvalues_pos 1
  rw [exactZPE, Fin.sum_univ_two, ← hp, Real.sqrt_mul h0.le]
  linear_combination Real.sq_sqrt h0.le + Real.sq_sqrt h1.le + hs
```

## (f) The adiabatic sum of frequencies, squared

**Task.** For $a>0$ and $ac-b^2>0$, show that

$$(2E_{\mathrm{ad}})^2=a+\left(c-\frac{b^2}{a}\right)+2\sqrt{ac-b^2}.$$

**Solution.** Put $s=c-b^2/a$. Then $as=ac-b^2>0$, and $a>0$ forces $s>0$. Hence

$$(\sqrt a+\sqrt s)^2=a+s+2\sqrt{as}=a+s+2\sqrt{ac-b^2}.$$

Compared with the exact values in (c), the product of the squared frequencies is the same, and their sum is smaller by $b^2/a$, which is zero only without coupling.

The identity $as=ac-b^2$ is `hprod`, and the positivity of $s$ is `hs`. The theorem takes the two inequalities as hypotheses, so that part (i) can apply it with the coordinates exchanged.

```lean
/-- For `a > 0` and positive determinant, the squared adiabatic frequency sum contains the same
determinant term, but the trace is lowered by `b ^ 2 / a`. -/
theorem adiabaticZPE_sq {a b c : ℝ} (ha : 0 < a) (hd : 0 < a * c - b ^ 2) :
    (2 * adiabaticZPE a b c) ^ 2 = a + (c - b ^ 2 / a) + 2 * √(a * c - b ^ 2) := by
  -- the two adiabatic curvatures multiply to the determinant
  have hprod : a * c - b ^ 2 = a * (c - b ^ 2 / a) := by field_simp
  have hs : 0 < c - b ^ 2 / a := by
    have h1 : 0 < a * (c - b ^ 2 / a) := by
      rw [← hprod]
      exact hd
    exact (mul_pos_iff_of_pos_left ha).1 h1
  rw [adiabaticZPE, hprod, Real.sqrt_mul ha.le]
  linear_combination Real.sq_sqrt ha.le + Real.sq_sqrt hs.le
```

## (g) The size of the error

**Task.** For positive definite $H$, show that

$$E^2-E_{\mathrm{ad}}^2=\frac{b^2}{4a}.$$

**Solution.** Subtract (f) from (e). The determinant terms cancel, as do $a$ and $c$, leaving

$$4E^2-4E_{\mathrm{ad}}^2=\frac{b^2}{a}.$$

Division by 4 gives the result.

Part (d) supplies the hypotheses of (f), and the `linear_combination` line is this subtraction and division.

```lean
/-- For a positive definite Hessian, the squares of the exact and the adiabatic zero-point energy
differ by exactly `b ^ 2 / (4 * a)`. -/
theorem zpe_deficit {a b c : ℝ} (h : (hessian a b c).PosDef) :
    exactZPE a b c ^ 2 - adiabaticZPE a b c ^ 2 = b ^ 2 / (4 * a) := by
  obtain ⟨ha, _, hd⟩ := curvatures_pos h
  linear_combination (exactZPE_sq h - adiabaticZPE_sq ha hd) / 4
```

## (h) The lower bound and its equality case

**Task.** For positive definite $H$, show that

$$E_{\mathrm{ad}}\le E,\qquad\text{and}\qquad E_{\mathrm{ad}}=E\iff b=0.$$

**Solution.** By (g), $E^2-E_{\mathrm{ad}}^2=b^2/(4a)\ge 0$. Both energies are nonnegative, so the order of their squares is the order of the energies themselves. If the energies agree, then $b^2/(4a)=0$ and hence $b=0$. Conversely, $b=0$ makes the squares equal, and nonnegativity makes the energies equal. Multiplied by 2, the inequality reads

$$\sqrt a+\sqrt{c-b^2/a}\le\omega_0+\omega_1.$$

Nonnegativity is recorded in `hA` and `hE`. The lemmas `sq_le_sq₀` and `sq_eq_sq₀` then pass from squares to energies. In the equality case, `div_eq_zero_iff` offers $b^2=0$ or $4a=0$, and $a>0$ excludes the second.

```lean
/-- For a positive definite Hessian, the adiabatic zero-point energy never exceeds the exact one,
and the two agree exactly when the coordinates are uncoupled. -/
theorem adiabatic_le_exact {a b c : ℝ} (h : (hessian a b c).PosDef) :
    adiabaticZPE a b c ≤ exactZPE a b c ∧
      (adiabaticZPE a b c = exactZPE a b c ↔ b = 0) := by
  obtain ⟨ha, _, _⟩ := curvatures_pos h
  have hA : 0 ≤ adiabaticZPE a b c := by unfold adiabaticZPE; positivity
  have hE : 0 ≤ exactZPE a b c := by unfold exactZPE; positivity
  have hdef := zpe_deficit h
  have hnn : 0 ≤ b ^ 2 / (4 * a) := by positivity
  refine ⟨(sq_le_sq₀ hA hE).1 (by linarith), fun heq => ?_, fun hb => ?_⟩
  · -- equal energies leave no deficit, hence no coupling
    rw [heq, sub_self] at hdef
    rcases div_eq_zero_iff.1 hdef.symm with h1 | h1
    · exact pow_eq_zero_iff two_ne_zero |>.1 h1
    · exfalso
      linarith
  · have h0 : b ^ 2 / (4 * a) = 0 := by simp [hb]
    exact (sq_eq_sq₀ hA hE).1 (by linarith)
```

## (i) Which coordinate to relax first

**Task.** Let $E_{\mathrm{ad}}'$ be the adiabatic energy with the roles of the coordinates exchanged, so that $y$ relaxes first. For positive definite $H$ and $b\ne 0$, show that

$$E_{\mathrm{ad}}'\le E_{\mathrm{ad}}\iff c\le a.$$

**Solution.** Exchanging $a$ and $c$ in (f) gives

$$4E_{\mathrm{ad}}'^2=a+c-\frac{b^2}{c}+2\sqrt{ac-b^2}.$$

Comparison with (f) shows that $E_{\mathrm{ad}}'^2\le E_{\mathrm{ad}}^2$ exactly when $b^2/a\le b^2/c$. Since $a$, $c$ and $b^2$ are positive, this means $c\le a$. Both energies are nonnegative, so the squares can be removed.

Relabelling the coordinates leaves the normal modes unchanged, so both estimates lie below $E$ and the higher one is the closer. Relaxing the stiffer coordinate first is thus the better choice. When $b=0$ the two estimates coincide, and the equivalence fails for $c>a$.

In Lean the exchanged energy is `adiabaticZPE c b a`. The `rw` line turns the claim into a comparison of squares on one side and of $b^2/a$ with $b^2/c$ on the other; `h1` and `h2` are the two instances of (f).

```lean
/-- For a positive definite Hessian with non-zero coupling, relaxing the first coordinate first
gives at least as high an estimate as the opposite order exactly when `c ≤ a`. -/
theorem fast_first_iff {a b c : ℝ} (h : (hessian a b c).PosDef) (hb : b ≠ 0) :
    adiabaticZPE c b a ≤ adiabaticZPE a b c ↔ c ≤ a := by
  obtain ⟨ha, hc, hd⟩ := curvatures_pos h
  have hA : 0 ≤ adiabaticZPE a b c := by unfold adiabaticZPE; positivity
  have hC : 0 ≤ adiabaticZPE c b a := by unfold adiabaticZPE; positivity
  have hb2 : 0 < b ^ 2 := by positivity
  have h1 := adiabaticZPE_sq ha hd
  have h2 := adiabaticZPE_sq (a := c) (b := b) (c := a) hc (by linarith [mul_comm a c])
  rw [mul_comm c a] at h2
  rw [← sq_le_sq₀ hC hA, ← div_le_div_iff_of_pos_left hb2 ha hc]
  constructor <;> intro h3 <;> nlinarith
```

## (j) A bound from the other side

**Task.** For positive definite $H$, show that

$$E\le\frac{\sqrt a+\sqrt c}{2}.$$

**Solution.** Since $b^2\ge 0$, we have $\sqrt{ac-b^2}\le\sqrt{ac}=\sqrt a\sqrt c$. With (e),

$$(2E)^2\le a+c+2\sqrt a\sqrt c=(\sqrt a+\sqrt c)^2.$$

Both sides are squares of nonnegative numbers, so taking roots and halving gives the bound. The right-hand side is the zero-point energy with the coupling neglected, so $E$ lies between this value and $E_{\mathrm{ad}}$.

The estimate of the root is `hdet`, and the last line compares the squares as above.

```lean
/-- For a positive definite Hessian, neglecting the coupling altogether gives an upper bound on
the exact zero-point energy. -/
theorem exact_le_uncoupled {a b c : ℝ} (h : (hessian a b c).PosDef) :
    exactZPE a b c ≤ √a / 2 + √c / 2 := by
  obtain ⟨ha, hc, _⟩ := curvatures_pos h
  have hE : 0 ≤ exactZPE a b c := by unfold exactZPE; positivity
  have hU : 0 ≤ √a / 2 + √c / 2 := by positivity
  -- coupling can only lower the determinant
  have hdet : √(a * c - b ^ 2) ≤ √a * √c := by
    rw [← Real.sqrt_mul ha.le]
    exact Real.sqrt_le_sqrt (by linarith [sq_nonneg b])
  have h1 := exactZPE_sq h
  exact (sq_le_sq₀ hE hU).1 (by nlinarith [Real.sq_sqrt ha.le, Real.sq_sqrt hc.le])

end

end AdiabaticZeroPoint
```

```lean
#print axioms AdiabaticZeroPoint.relaxed_potential
#print axioms AdiabaticZeroPoint.adiabatic_le_exact
#print axioms AdiabaticZeroPoint.fast_first_iff
#print axioms AdiabaticZeroPoint.exact_le_uncoupled
```

```
'AdiabaticZeroPoint.relaxed_potential' depends on axioms: [propext, Classical.choice, Quot.sound]
'AdiabaticZeroPoint.adiabatic_le_exact' depends on axioms: [propext, Classical.choice, Quot.sound]
'AdiabaticZeroPoint.fast_first_iff' depends on axioms: [propext, Classical.choice, Quot.sound]
'AdiabaticZeroPoint.exact_le_uncoupled' depends on axioms: [propext, Classical.choice, Quot.sound]
```

## Numbers for $a=13$, $b=6$, $c=4$

The trace is $17$ and the determinant is $52-36=16$, so the squared frequencies are $16$ and $1$. The frequencies are $4$ and $1$, and $E=5/2$.

Relaxing the stiffer first coordinate leaves the curvature $4-36/13=16/13$. Hence

$$E_{\mathrm{ad}}=\frac12\left(\sqrt{13}+\frac{4}{\sqrt{13}}\right)=\frac{17}{2\sqrt{13}}\approx 2.357.$$

The difference of squares is $25/4-289/52=9/13$, which equals $b^2/(4a)=36/52$.

In the opposite order the relaxed curvature is $13-36/4=4$, and $E_{\mathrm{ad}}'=(2+2)/2=2$. Neglecting the coupling gives $(\sqrt{13}+2)/2\approx 2.803$. The four values are ordered as parts (h) to (j) require:

$$2<2.357<2.5<2.803.$$
